# Eliminating closed channels from a real symmetric reaction matrix

Take one open channel with amplitude $x$ and one closed channel with amplitude $y$, coupled by

$$K=\begin{pmatrix}a&b\\ b&d\end{pmatrix}.$$

The amplitudes multiply the regular reference functions, and $K(x,y)$ gives those of the irregular ones. In the closed channel an electron moves in the attractive Coulomb tail of an ion of charge $Z$. The channel threshold lies $Z^2/(2\nu^2)$ hartree above the total energy, which defines the effective quantum number $\nu>0$. The wavefunction must not grow exponentially at large distance in this channel:

$$\sin(\pi\nu)\,y+\cos(\pi\nu)\,(bx+dy)=0.$$

If $\cos(\pi\nu)\ne0$ and $t+d\ne0$, with $t=\tan(\pi\nu)$, then $y=-bx/(t+d)$. The open component of $K(x,y)$ becomes

$$ax+by=\Bigl(a-\frac{b^2}{t+d}\Bigr)x=K_{\rm eff}\,x.$$

For $a=0$, $b=d=1$ and $\nu=9/4$, we have $t=1$, $y=-x/2$ and $K_{\rm eff}=-1/2$. The scattering factor is $S=(1-i/2)/(1+i/2)=(3-4i)/5$, which has modulus 1.

For several channels, the types `o` and `c` label the open and closed ones, and `n` is a general finite index type.

```lean
import Mathlib

open Matrix
open scoped Real

namespace ChannelElimination

noncomputable section

variable {o c n : Type*} [Fintype c] [DecidableEq c] [Fintype n] [DecidableEq n]
```

## The boundary condition in many channels

The growing coefficient in closed channel $j$ is

$$g_j=\sin(\pi\nu_j)\,y_j+\cos(\pi\nu_j)\,(K(x,y))_j.$$

This formula is postulated. It encodes the long-range behaviour of the reference functions, in a fixed sign convention and without a common nonzero factor. In Lean, `Sum.elim x y` is the joined vector, and `Sum.inr j` selects a closed component.

```lean
/-- Coefficient, up to a nonzero factor, of the exponentially growing part of the wavefunction in
closed channel `j`, for open amplitudes `x`, closed amplitudes `y` and effective quantum numbers
`ν`. -/
def growth [Fintype o] (K : Matrix (o ⊕ c) (o ⊕ c) ℝ) (ν : c → ℝ)
    (x : o → ℝ) (y : c → ℝ) (j : c) : ℝ :=
  Real.sin (π * ν j) * y j + Real.cos (π * ν j) * (K *ᵥ Sum.elim x y) (Sum.inr j)
```

Write $K_{oo},K_{oc},K_{co},K_{cc}$ for the blocks of $K$, and let $T=\mathrm{diag}(\tan\pi\nu_j)$. The closed channels are governed by $M=T+K_{cc}$.

```lean
/-- The closed-channel matrix `T + Kcc`, where `T` is diagonal with entries `tan (π ν j)`. -/
def closedMatrix (K : Matrix (o ⊕ c) (o ⊕ c) ℝ) (ν : c → ℝ) : Matrix c c ℝ :=
  Matrix.diagonal (fun j => Real.tan (π * ν j)) + K.toBlocks₂₂
```

Eliminating them will give $K_{\rm eff}=K_{oo}-K_{oc}M^{-1}K_{co}$. Lean sets the tangent to 0 at its poles and the inverse of a singular matrix to 0, so the definition below describes the elimination only where no $\cos(\pi\nu_j)$ vanishes and $\det M\ne0$.

```lean
/-- The effective open-channel reaction matrix `Koo - Koc (T + Kcc)⁻¹ Kco`. -/
def effectiveK (K : Matrix (o ⊕ c) (o ⊕ c) ℝ) (ν : c → ℝ) : Matrix o o ℝ :=
  K.toBlocks₁₁ - K.toBlocks₁₂ * (closedMatrix K ν)⁻¹ * K.toBlocks₂₁
```

A real symmetric reaction matrix $K$ on any finite set of channels defines $S=(1+iK)(1-iK)^{-1}$; the inverse exists by the symmetry of $K$, as shown below. Additional long-range phases are not included.

```lean
/-- The scattering matrix `(1 + iK)(1 - iK)⁻¹` of a real reaction matrix `K`. -/
def scatteringMatrix (K : Matrix n n ℝ) : Matrix n n ℂ :=
  (1 + Complex.I • Complex.ofRealHom.mapMatrix K) *
    (1 - Complex.I • Complex.ofRealHom.mapMatrix K)⁻¹
```

Since $\sin=\tan\cdot\cos$ where the cosine is nonzero,

$$g_j=\cos(\pi\nu_j)\,\bigl(K_{co}x+My\bigr)_j.$$

All growing parts therefore vanish exactly when $K_{co}x+My=0$. In the proof, `key` is this factorisation, and `hν` allows the cosine to be cancelled.

```lean
/-- Away from the poles of the tangent, all growing parts vanish exactly when
`Kco x + (T + Kcc) y = 0`. -/
theorem growth_eq_zero_iff [Fintype o] (K : Matrix (o ⊕ c) (o ⊕ c) ℝ) (ν : c → ℝ)
    (hν : ∀ j, Real.cos (π * ν j) ≠ 0) (x : o → ℝ) (y : c → ℝ) :
    (∀ j, growth K ν x y j = 0) ↔ K.toBlocks₂₁ *ᵥ x + closedMatrix K ν *ᵥ y = 0 := by
  -- the cosine factors out of each growing coefficient
  have key : ∀ j, growth K ν x y j =
      Real.cos (π * ν j) * (K.toBlocks₂₁ *ᵥ x + closedMatrix K ν *ᵥ y) j := by
    intro j
    have ht := Real.tan_mul_cos (hν j)
    have hb : (K *ᵥ Sum.elim x y) (Sum.inr j) =
        (K.toBlocks₂₁ *ᵥ x) j + (K.toBlocks₂₂ *ᵥ y) j := by
      simp [Matrix.mulVec, dotProduct, Matrix.toBlocks₂₁, Matrix.toBlocks₂₂,
        Fintype.sum_sum_type]
    simp only [growth, hb, closedMatrix, Matrix.add_mulVec, Pi.add_apply,
      Matrix.mulVec_diagonal]
    linear_combination (-(y j)) * ht
  constructor
  · intro h
    funext j
    have hj := h j
    rw [key j] at hj
    exact (mul_eq_zero.mp hj).resolve_left (hν j)
  · intro h j
    rw [key j, h, Pi.zero_apply, mul_zero]
```

An alternative model keeps sines and cosines throughout, replacing $M^{-1}$ by $(\sin\pi\nu+\cos\pi\nu\,K_{cc})^{-1}\cos\pi\nu$, with diagonal matrices understood. It would admit half-odd $\nu_j$, where the tangent has a pole, but the symmetry of $K_{\rm eff}$ would be less immediate.

## Solving for the closed amplitudes

If $\det M\ne0$, multiplying $My=-K_{co}x$ by $M^{-1}$ gives $y=-M^{-1}K_{co}x$. Substituting back proves the converse.

```lean
/-- If no `cos (π ν j)` vanishes and `T + Kcc` is nonsingular, the growing parts vanish exactly for
the closed amplitudes `y = -(T + Kcc)⁻¹ Kco x`. -/
theorem closed_amplitudes [Fintype o] (K : Matrix (o ⊕ c) (o ⊕ c) ℝ) (ν : c → ℝ)
    (hν : ∀ j, Real.cos (π * ν j) ≠ 0) (hM : (closedMatrix K ν).det ≠ 0)
    (x : o → ℝ) (y : c → ℝ) :
    (∀ j, growth K ν x y j = 0) ↔
      y = -((closedMatrix K ν)⁻¹ *ᵥ (K.toBlocks₂₁ *ᵥ x)) := by
  rw [growth_eq_zero_iff K ν hν]
  constructor
  · intro h
    have h1 : closedMatrix K ν *ᵥ y = -(K.toBlocks₂₁ *ᵥ x) := eq_neg_of_add_eq_zero_right h
    calc y = ((closedMatrix K ν)⁻¹ * closedMatrix K ν) *ᵥ y := by
          rw [Matrix.nonsing_inv_mul _ hM.isUnit, Matrix.one_mulVec]
      _ = _ := by rw [← Matrix.mulVec_mulVec, h1, Matrix.mulVec_neg]
  · intro h
    rw [h, Matrix.mulVec_neg, Matrix.mulVec_mulVec, Matrix.mul_nonsing_inv _ hM.isUnit,
      Matrix.one_mulVec, add_neg_cancel]
```

For $x=0$ the condition is $My=0$, which has a nonzero solution exactly when $\det M=0$. With open channels present, this alone does not make a bound state of the full system, because $K_{oc}y$ may be nonzero.

```lean
/-- With all open amplitudes zero and every `cos (π ν j)` nonzero, a nonzero closed-channel solution
without growing parts exists exactly when `det (T + Kcc) = 0`. -/
theorem closed_channel_levels [Fintype o] (K : Matrix (o ⊕ c) (o ⊕ c) ℝ) (ν : c → ℝ)
    (hν : ∀ j, Real.cos (π * ν j) ≠ 0) :
    (∃ y : c → ℝ, y ≠ 0 ∧ ∀ j, growth K ν 0 y j = 0) ↔ (closedMatrix K ν).det = 0 := by
  rw [← Matrix.exists_mulVec_eq_zero_iff]
  simp only [growth_eq_zero_iff K ν hν, Matrix.mulVec_zero, zero_add]
```

## Symmetry and periodicity

For symmetric $K$, the blocks satisfy $K_{oc}^{T}=K_{co}$ and $M^T=M$, so

$$K_{\rm eff}^T=K_{oo}-K_{oc}M^{-1}K_{co}=K_{\rm eff}.$$

The proof transposes block by block.

```lean
/-- The effective reaction matrix of a symmetric reaction matrix is symmetric. -/
theorem effectiveK_isSymm (K : Matrix (o ⊕ c) (o ⊕ c) ℝ) (hK : K.IsSymm) (ν : c → ℝ) :
    (effectiveK K ν).IsSymm := by
  have h11 : K.toBlocks₁₁ᵀ = K.toBlocks₁₁ := by ext i j; exact hK.apply _ _
  have h12 : K.toBlocks₁₂ᵀ = K.toBlocks₂₁ := by ext i j; exact hK.apply _ _
  have h21 : K.toBlocks₂₁ᵀ = K.toBlocks₁₂ := by ext i j; exact hK.apply _ _
  have h22 : K.toBlocks₂₂ᵀ = K.toBlocks₂₂ := by ext i j; exact hK.apply _ _
  have hM : (closedMatrix K ν)ᵀ = closedMatrix K ν := by
    rw [closedMatrix, Matrix.transpose_add, Matrix.diagonal_transpose, h22]
  unfold Matrix.IsSymm effectiveK
  rw [Matrix.transpose_sub, Matrix.transpose_mul, Matrix.transpose_mul,
    Matrix.transpose_nonsing_inv, hM, h11, h12, h21, Matrix.mul_assoc]
```

For integers $m_j$, $\tan(\pi(\nu_j+m_j))=\tan(\pi\nu_j)$. Each quantum number can thus be shifted separately at fixed $K$. This is not periodicity in energy: one total energy fixes all the $\nu_j$, and with several closed channels a change of energy need not shift them all by integers.

```lean
/-- Shifting each effective quantum number by an integer of its own leaves the effective
reaction matrix unchanged. -/
theorem effectiveK_periodic (K : Matrix (o ⊕ c) (o ⊕ c) ℝ) (ν : c → ℝ) (m : c → ℤ) :
    effectiveK K (fun j => ν j + m j) = effectiveK K ν := by
  have h : ∀ j, Real.tan (π * (ν j + m j)) = Real.tan (π * ν j) := by
    intro j
    rw [mul_add, mul_comm π (m j : ℝ), Real.tan_add_int_mul_pi]
  simp only [effectiveK, closedMatrix, h]
```

## Unitarity

Suppose $(1+K^2)v=0$ for a real vector $v$. Symmetry gives

$$0=v\cdot(1+K^2)v=v\cdot v+Kv\cdot Kv,$$

hence $v=0$, and $1+K^2$ is nonsingular. Because $(1-iK)(1+iK)=1+K^2$, taking determinants shows that $1-iK$ is nonsingular too. These two steps are `hreal` and `hfac`.

```lean
/-- For a real symmetric `K` the matrix `1 - iK` is nonsingular. -/
theorem det_one_sub_ne_zero (K : Matrix n n ℝ) (hK : K.IsSymm) :
    (1 - Complex.I • Complex.ofRealHom.mapMatrix K).det ≠ 0 := by
  -- a null vector of 1 + K² would satisfy v·v + Kv·Kv = 0
  have hreal : (1 + K * K).det ≠ 0 := by
    intro h
    obtain ⟨v, hv, h0⟩ := Matrix.exists_mulVec_eq_zero_iff.mpr h
    have h1 : v ⬝ᵥ ((1 + K * K) *ᵥ v) = 0 := by rw [h0, dotProduct_zero]
    rw [Matrix.add_mulVec, Matrix.one_mulVec, dotProduct_add, ← Matrix.mulVec_mulVec,
      Matrix.dotProduct_mulVec v K, ← Matrix.mulVec_transpose, hK.eq] at h1
    have hn : ∀ w : n → ℝ, 0 ≤ w ⬝ᵥ w := fun w =>
      Finset.sum_nonneg fun i _ => mul_self_nonneg (w i)
    have h2 : v ⬝ᵥ v = 0 := by linarith [hn v, hn (K *ᵥ v)]
    exact hv (dotProduct_self_eq_zero.mp h2)
  -- (1 - iK)(1 + iK) = 1 + K²
  have hfac : ∀ A : Matrix n n ℂ,
      (1 - Complex.I • A) * (1 + Complex.I • A) = 1 + A * A := by
    intro A
    have hB : ∀ B : Matrix n n ℂ, (1 - B) * (1 + B) = 1 - B * B := by
      intro B
      noncomm_ring
    have hI : (Complex.I • A) * (Complex.I • A) = -(A * A) := by
      rw [smul_mul_assoc, mul_smul_comm, smul_smul, Complex.I_mul_I, neg_one_smul]
    rw [hB, hI, sub_neg_eq_add]
  intro h
  have h2 := congrArg Matrix.det (hfac (Complex.ofRealHom.mapMatrix K))
  rw [Matrix.det_mul, h, zero_mul, ← map_mul, ← map_one (Complex.ofRealHom.mapMatrix),
    ← map_add, ← RingHom.map_det] at h2
  exact hreal (Complex.ofReal_eq_zero.mp h2.symm)
```

Set $P=1+iK$ and $Q=1-iK$. Then $P^\dagger=Q$, and $P$ and $Q$ commute, so $S=PQ^{-1}$ satisfies

$$S^\dagger S=P^{-1}QPQ^{-1}=P^{-1}PQQ^{-1}=1.$$

The final `calc` follows this line.

```lean
/-- The scattering matrix of a real symmetric reaction matrix is unitary. -/
theorem scatteringMatrix_unitary (K : Matrix n n ℝ) (hK : K.IsSymm) :
    scatteringMatrix K ∈ Matrix.unitaryGroup n ℂ := by
  have hdet := det_one_sub_ne_zero K hK
  have hA : (Complex.ofRealHom.mapMatrix K)ᴴ = Complex.ofRealHom.mapMatrix K := by
    ext i j
    simp [Matrix.conjTranspose_apply, hK.apply i j]
  unfold scatteringMatrix
  generalize Complex.ofRealHom.mapMatrix K = A at hA hdet ⊢
  have hP : (1 + Complex.I • A)ᴴ = 1 - Complex.I • A := by
    simp [Matrix.conjTranspose_add, Matrix.conjTranspose_smul, hA, sub_eq_add_neg]
  have hQ : (1 - Complex.I • A)ᴴ = 1 + Complex.I • A := by
    rw [← hP, Matrix.conjTranspose_conjTranspose]
  have hdet' : (1 + Complex.I • A).det ≠ 0 := by
    rw [← hQ, Matrix.det_conjTranspose]
    exact star_ne_zero.mpr hdet
  have hcomm : (1 - Complex.I • A) * (1 + Complex.I • A) =
      (1 + Complex.I • A) * (1 - Complex.I • A) := by
    simp only [sub_mul, mul_add, add_mul, mul_sub, one_mul, mul_one]
    abel
  rw [Matrix.mem_unitaryGroup_iff', Matrix.star_eq_conjTranspose, Matrix.conjTranspose_mul,
    Matrix.conjTranspose_nonsing_inv, hP, hQ]
  generalize 1 + Complex.I • A = P at *
  generalize 1 - Complex.I • A = Q at *
  calc P⁻¹ * Q * (P * Q⁻¹) = P⁻¹ * (Q * P) * Q⁻¹ := by simp only [Matrix.mul_assoc]
    _ = (P⁻¹ * P) * (Q * Q⁻¹) := by rw [hcomm]; simp only [Matrix.mul_assoc]
    _ = 1 := by
      rw [Matrix.nonsing_inv_mul _ hdet'.isUnit, Matrix.mul_nonsing_inv _ hdet.isUnit, one_mul]
```

## The open channels after elimination

Inserting $y=-M^{-1}K_{co}x$ into the open block gives

$$K_{oo}x+K_{oc}y=K_{\rm eff}x.$$

The theorem assumes finitely many channels, a real symmetric $K$, no vanishing cosine and $\det M\ne0$. It states that each $x$ has exactly one non-growing partner $y$ (`∃!`), that the open response is then $K_{\rm eff}x$, and that $K_{\rm eff}$ is symmetric, periodic and yields a unitary $S$. Applied at the energies of a finite-channel model where no cosine vanishes and $\det M\ne0$, this is the step of quantum defect theory that carries the effect of closed channels, including autoionization resonances, into open-channel scattering. At an excluded energy $K_{\rm eff}$ can have a pole while $S$ stays finite: in the two-channel case with fixed $b\ne0$, $|K_{\rm eff}|$ grows without bound as $t+d\to0$, and $S$ tends to $-1$.

```lean
/-- Elimination of closed channels, for real symmetric `K`, every `cos (π ν j)` nonzero and `T +
Kcc` nonsingular: each open amplitude vector has exactly one closed partner without growing parts,
and the open channels then respond through `effectiveK`, which is symmetric, periodic in each
quantum number, and gives a unitary scattering matrix. -/
theorem closed_channel_elimination [Fintype o] [DecidableEq o]
    (K : Matrix (o ⊕ c) (o ⊕ c) ℝ) (hK : K.IsSymm)
    (ν : c → ℝ) (hν : ∀ j, Real.cos (π * ν j) ≠ 0) (hM : (closedMatrix K ν).det ≠ 0) :
    (∀ x : o → ℝ, ∃! y : c → ℝ, ∀ j, growth K ν x y j = 0) ∧
    (∀ (x : o → ℝ) (y : c → ℝ), (∀ j, growth K ν x y j = 0) →
      ∀ i, (K *ᵥ Sum.elim x y) (Sum.inl i) = (effectiveK K ν *ᵥ x) i) ∧
    (effectiveK K ν).IsSymm ∧
    (∀ m : c → ℤ, effectiveK K (fun j => ν j + m j) = effectiveK K ν) ∧
    scatteringMatrix (effectiveK K ν) ∈ Matrix.unitaryGroup o ℂ := by
  have hs := effectiveK_isSymm K hK ν
  refine ⟨fun x => ⟨_, (closed_amplitudes K ν hν hM x _).mpr rfl,
    fun y hy => (closed_amplitudes K ν hν hM x y).mp hy⟩, ?_, hs,
    effectiveK_periodic K ν, scatteringMatrix_unitary _ hs⟩
  intro x y h i
  have hb : (K *ᵥ Sum.elim x y) (Sum.inl i) =
      (K.toBlocks₁₁ *ᵥ x + K.toBlocks₁₂ *ᵥ y) i := by
    simp [Matrix.mulVec, dotProduct, Matrix.toBlocks₁₁, Matrix.toBlocks₁₂,
      Fintype.sum_sum_type]
  -- insert the closed amplitudes into the open block
  rw [hb, (closed_amplitudes K ν hν hM x y).mp h, effectiveK, Matrix.sub_mulVec,
    ← Matrix.mulVec_mulVec, ← Matrix.mulVec_mulVec, Matrix.mulVec_neg, sub_eq_add_neg]
```

With a single closed channel, $M$ is the number $t+K_{cc}$. For open channels $i,j$,

$$(t+K_{cc})\bigl(K_{ij}-(K_{\rm eff})_{ij}\bigr)=K_{ic}K_{cj},$$

provided that $t+K_{cc}\ne0$. The proof reduces the matrix inverse to a scalar one. In the numerical example both sides equal 1.

```lean
/-- With a single closed channel and `tan (π ν) + Kcc` nonzero, each element of the open block of
`K` minus the same element of `effectiveK`, times `tan (π ν) + Kcc`, is the product of the two
open-closed couplings. -/
theorem single_closed_channel (K : Matrix (o ⊕ Unit) (o ⊕ Unit) ℝ) (ν : ℝ)
    (h : Real.tan (π * ν) + K (Sum.inr ()) (Sum.inr ()) ≠ 0) (i j : o) :
    (Real.tan (π * ν) + K (Sum.inr ()) (Sum.inr ())) *
        (K (Sum.inl i) (Sum.inl j) - effectiveK K (fun _ => ν) i j) =
      K (Sum.inl i) (Sum.inr ()) * K (Sum.inr ()) (Sum.inl j) := by
  have hd : closedMatrix K (fun _ => ν) () () =
      Real.tan (π * ν) + K (Sum.inr ()) (Sum.inr ()) := by
    simp [closedMatrix, Matrix.toBlocks₂₂]
  have hdet : (closedMatrix K (fun _ => ν)).det ≠ 0 := by
    rw [Matrix.det_unique]
    change closedMatrix K (fun _ => ν) () () ≠ 0
    rw [hd]
    exact h
  have he : effectiveK K (fun _ => ν) i j = K (Sum.inl i) (Sum.inl j) -
      K (Sum.inl i) (Sum.inr ()) * (closedMatrix K (fun _ => ν))⁻¹ () () *
        K (Sum.inr ()) (Sum.inl j) := by
    simp [effectiveK, Matrix.mul_apply, Matrix.toBlocks₁₁, Matrix.toBlocks₁₂,
      Matrix.toBlocks₂₁]
  have hinv : (closedMatrix K (fun _ => ν))⁻¹ () () * closedMatrix K (fun _ => ν) () () = 1 := by
    have h1 := congrFun (congrFun (Matrix.nonsing_inv_mul _ hdet.isUnit) ()) ()
    rw [Matrix.mul_apply, Fintype.sum_unique, Matrix.one_apply_eq] at h1
    exact h1
  rw [hd] at hinv
  rw [he]
  linear_combination K (Sum.inl i) (Sum.inr ()) * K (Sum.inr ()) (Sum.inl j) * hinv

end

end ChannelElimination
```

```lean
#print axioms ChannelElimination.closed_channel_levels
#print axioms ChannelElimination.closed_channel_elimination
#print axioms ChannelElimination.single_closed_channel
```

```
'ChannelElimination.closed_channel_levels' depends on axioms: [propext, Classical.choice, Quot.sound]
'ChannelElimination.closed_channel_elimination' depends on axioms: [propext, Classical.choice, Quot.sound]
'ChannelElimination.single_closed_channel' depends on axioms: [propext, Classical.choice, Quot.sound]
```
